# A nonzero polynomial in the translation through a nonzero vector annihilates no nonzero function that tends to zero at infinity

Let f be a complex function on n-dimensional real space that tends to zero at infinity; it need not be continuous, square-integrable or normalised. The declaration `eq_zero_of_aeval_translate` says that if a nonzero complex polynomial in the translation through a vector a ≠ 0 sends f to zero, then f = 0. In physical terms, a finite sum of copies of a nonzero localised function, shifted by 0, a, 2a and so on, cannot cancel everywhere unless all its coefficients are zero. The proof is by induction on the degree: it splits off a root μ, shows by the induction hypothesis that f is only multiplied by μ under the translation, and concludes from an earlier theorem that f vanishes.

This version doesn't compile in Lean 4 with Mathlib:

```lean
import Mathlib

open Filter Topology Polynomial

namespace EqZeroOfAevalTranslate

noncomputable section

/-- Position space of dimension `n`. -/
abbrev Space (n : ℕ) := EuclideanSpace ℝ (Fin n)

/-- The complex functions on position space that tend to zero at infinity. -/
def localised (n : ℕ) : Submodule ℂ (Space n → ℂ) where
  carrier := {f | Tendsto f (cocompact (Space n)) (𝓝 0)}
  zero_mem' := tendsto_const_nhds
  add_mem' := by
    intro f g hf hg
    have hf' : Tendsto f (cocompact (Space n)) (𝓝 0) := hf
    have hg' : Tendsto g (cocompact (Space n)) (𝓝 0) := hg
    have h := hf'.add hg'
    rw [add_zero] at h
    exact h
  smul_mem' := by
    intro c f hf
    have hf' : Tendsto f (cocompact (Space n)) (𝓝 0) := hf
    have h := hf'.const_smul c
    rw [smul_zero] at h
    exact h

/-- Translation through `a`: the function `f` is carried along to `x ↦ f (x - a)`. -/
def translate {n : ℕ} (a : Space n) : (Space n → ℂ) →ₗ[ℂ] (Space n → ℂ) where
  toFun f := fun x => f (x - a)
  map_add' _ _ := rfl
  map_smul' _ _ := rfl

variable {n : ℕ}

/-- A translated localised function is localised. -/
theorem translate_mem_localised (a : Space n) {f : Space n → ℂ}
    (hf : f ∈ localised n) : translate a f ∈ localised n := by
  have hf' : Tendsto f (cocompact (Space n)) (𝓝 0) := hf
  exact hf'.comp (Homeomorph.subRight a).isClosedEmbedding.tendsto_cocompact

/-- A localised function tends to zero along the equally spaced points `x + k a`, `a ≠ 0`. -/
theorem tendsto_along {f : Space n → ℂ} (hf : f ∈ localised n) {a : Space n}
    (ha : a ≠ 0) (x : Space n) :
    Tendsto (fun k : ℕ => f (x + (k : ℝ) • a)) atTop (𝓝 0) := by
  have hf' : Tendsto f (cocompact (Space n)) (𝓝 0) := hf
  have h1 : Tendsto (fun k : ℕ => (k : ℝ) * ‖a‖ + -‖x‖) atTop atTop :=
    tendsto_atTop_add_const_right _ (-‖x‖)
      (tendsto_natCast_atTop_atTop.atTop_mul_const (norm_pos_iff.mpr ha))
  -- the points leave every bounded region
  have h2 : Tendsto (fun k : ℕ => ‖x + (k : ℝ) • a‖) atTop atTop := by
    refine tendsto_atTop_mono (fun k => ?_) h1
    have h3 := norm_sub_le (x + (k : ℝ) • a) x
    rw [add_sub_cancel_left, norm_smul, Real.norm_natCast] at h3
    linarith
  have hc := tendsto_norm_atTop_iff_cobounded.mp h2
  rw [Metric.cobounded_eq_cocompact] at hc
  exact hf'.comp hc

/-- Translation through a nonzero vector has no localised eigenfunction: a localised `f` that is
only multiplied by a number `μ` vanishes. -/
theorem eq_zero_of_translate_eq_smul {f : Space n → ℂ} (hf : f ∈ localised n)
    {a : Space n} (ha : a ≠ 0) {μ : ℂ} (h : translate a f = μ • f) : f = 0 := by
  have hpt : ∀ y, f (y - a) = μ * f y := fun y => congrFun h y
  have hpow : ∀ (k : ℕ) (y : Space n), f (y - (k : ℝ) • a) = μ ^ k * f y := by
    intro k
    induction k with
    | zero => intro y; simp
    | succ k ih =>
      intro y
      have e : y - ((k + 1 : ℕ) : ℝ) • a = (y - (k : ℝ) • a) - a := by
        push_cast
        module
      rw [e, hpt, ih, pow_succ]
      ring
  funext x
  change f x = 0
  apply norm_le_zero_iff.mp
  rcases le_total ‖μ‖ 1 with hμ | hμ
  · -- compare with the values far ahead
    have ht := (tendsto_along hf ha x).norm
    rw [norm_zero] at ht
    have hb : ∀ k : ℕ, ‖f x‖ ≤ ‖f (x + (k : ℝ) • a)‖ := by
      intro k
      have e := hpow k (x + (k : ℝ) • a)
      rw [add_sub_cancel_right] at e
      rw [e, norm_mul, norm_pow]
      exact mul_le_of_le_one_left (norm_nonneg _) (pow_le_one₀ (norm_nonneg _) hμ)
    exact ge_of_tendsto' ht hb
  · -- compare with the values far behind
    have ht := (tendsto_along hf (neg_ne_zero.mpr ha) x).norm
    rw [norm_zero] at ht
    have hb : ∀ k : ℕ, ‖f x‖ ≤ ‖f (x + (k : ℝ) • (-a))‖ := by
      intro k
      rw [smul_neg, ← sub_eq_add_neg, hpow, norm_mul, norm_pow]
      exact le_mul_of_one_le_left (norm_nonneg _) (one_le_pow₀ hμ)
    exact ge_of_tendsto' ht hb

/-- A nonzero polynomial in the translation through a nonzero vector annihilates no localised
function except zero. -/
theorem eq_zero_of_aeval_translate {a : Space n} (ha : a ≠ 0) (d : ℕ) :
    ∀ (p : ℂ[X]) (f : Space n → ℂ), p.natDegree = d → p ≠ 0 → f ∈ localised n →
      aeval (translate a) p f = 0 → f = 0 := by
  induction d with
  | zero =>
    intro p f hd hp _ h
    obtain ⟨c, rfl⟩ := Polynomial.natDegree_eq_zero.mp hd
    have hc : c ≠ 0 := fun h0 => hp (by rw [h0, map_zero])
    rw [aeval_C, Module.algebraMap_end_apply] at h
    exact (smul_eq_zero.mp h).resolve_left hc
  | succ d ih =>
    intro p f hd hp hf h
    have hdeg : p.degree ≠ 0 := by
      intro h0
      have := Polynomial.natDegree_eq_of_degree_eq_some h0
      omega
    -- split off one root and apply the corresponding factor first
    obtain ⟨μ, hμ⟩ := IsAlgClosed.exists_root p hdeg
    obtain ⟨q, rfl⟩ := Polynomial.dvd_iff_isRoot.mpr hμ
    have hq : q ≠ 0 := right_ne_zero_of_mul hp
    rw [Polynomial.natDegree_mul (Polynomial.X_sub_C_ne_zero μ) hq,
      Polynomial.natDegree_X_sub_C] at hd
    have e : aeval (translate a) (X - C μ) f = translate a f - μ • f := by
      rw [map_sub, aeval_X, aeval_C, LinearMap.sub_apply, Module.algebraMap_end_apply]
    rw [mul_comm, map_mul, Module.End.mul_apply, e] at h
    have hg := ih q _ (by omega) hq ((localised n).sub_mem (translate_mem_localised a hf)
      ((localised n).smul_mem μ hf)) h
    exact eq_zero_of_translate_eq_smul hf ha (sub_eq_zero.mp hg)

end

end EqZeroOfAevalTranslate
```

Lean reports:

```
Main.lean:118:6: error: omega could not prove the goal:
a possible counterexample may satisfy the constraints
  b ≥ 1
where
 b := ↑Zero.zero
```

Cause. To split off a root, the proof must know that the degree of `p` is not zero. It supposes `h0 : p.degree = 0` and seeks a contradiction with `hd : p.natDegree = d + 1`.

The lemma `Polynomial.natDegree_eq_of_degree_eq_some` expects the degree to equal the cast of some natural number, which Lean must find by matching against the `0` in `h0`. It found the right number, but in the form `Zero.zero` instead of the numeral `0`. `omega` does not recognise that form as zero and treats it as an unknown, the `b` of the message. From `hd` it learns only that `b ≥ 1`, which is no contradiction.

The repair rewrites `p.degree` in `h0` as the cast of `p.natDegree`, which is allowed because `p` is nonzero (`hp`). It then states `p.natDegree = 0` explicitly, and `exact_mod_cast` proves this by removing the casts. Now `omega` sees an ordinary `0`, which contradicts `hd`.

After these edits no error is left:

```diff
@@ -115,5 +115,6 @@
     have hdeg : p.degree ≠ 0 := by
       intro h0
-      have := Polynomial.natDegree_eq_of_degree_eq_some h0
+      rw [Polynomial.degree_eq_natDegree hp] at h0
+      have h1 : p.natDegree = 0 := by exact_mod_cast h0
       omega
     -- split off one root and apply the corresponding factor first
```
